# On 0 ≤ α/π ≤ 1/10, the four-loop polynomial for the electron anomaly fixes α/π, with error factor at most 11/5

If the coupling $x=\alpha/\pi$ lies between 0 and 1/10, the polynomial

$$f(x)=0.5\,x-0.32848\,x^2+1.18124\,x^3-1.91225\,x^4$$

can be inverted with a controlled error. Two couplings $x,y$ in this window satisfy

$$2\,|f(x)-f(y)|\;\le\;|x-y|\;\le\;\tfrac{11}{5}\,|f(x)-f(y)|,$$

and a number $a$ is the value of $f$ at exactly one coupling in the window if and only if $0\le a\le f(1/10)=0.047705215$. A measured anomaly in that range therefore fixes one coupling $x_0$. If the measurement is off by at most $\delta$ and the contributions missing from $f$ add up to at most $\varepsilon$ in size, a true coupling in the window differs from $x_0$ by at most $\tfrac{11}{5}(\delta+\varepsilon)$.

The physical problem is to obtain the fine-structure constant $\alpha$ from the magnetic moment of the electron. The moment is expressed by the factor $g$, and the anomaly is $a_e=(g-2)/2$. Quantum electrodynamics gives $a_e$ as a series in $\alpha/\pi$, while experiment gives $a_e$ itself, so the series has to be read backwards.

```lean
import Mathlib

open Set

namespace ElectronAnomaly

noncomputable section
```

## The polynomial and its coefficients

The four coefficients stand for the sums of the vertex diagrams with one, two, three and four loops that contain only electrons and photons. They are postulated here as rounded numbers and are not derived from the diagrams:

$$f(x)=0.5\,x-0.32848\,x^2+1.18124\,x^3-1.91225\,x^4 .$$

```lean
/-- The four-loop polynomial for the electron anomalous magnetic moment, with rounded
coefficients, as a function of `x = α/π`. -/
def anomaly (x : ℝ) : ℝ :=
  0.5 * x - 0.32848 * x ^ 2 + 1.18124 * x ^ 3 - 1.91225 * x ^ 4
```

In Lean, `anomaly` is this polynomial on the real numbers, and its decimals are exact rational numbers. The name refers to the truncated series, not to the full physical anomaly. The argument `x` is $\alpha/\pi$ and not $\alpha$, so an uncertainty in `x` has to be multiplied by $\pi$ to give the one in $\alpha$. The window $0\le x\le 1/10$ means $0\le\alpha\le\pi/10$, and the physical coupling lies well inside it.

## The slope of a chord

For each power, $x^n-y^n$ contains the factor $x-y$:

$$x^2-y^2=(x+y)(x-y),\qquad x^3-y^3=(x^2+xy+y^2)(x-y),$$
$$x^4-y^4=(x+y)(x^2+y^2)(x-y).$$

Collecting the other factors with their coefficients gives the slope of the chord between $x$ and $y$,

$$S(x,y)=0.5-0.32848(x+y)+1.18124(x^2+xy+y^2)-1.91225(x+y)(x^2+y^2).$$

```lean
/-- The slope of the chord of the anomaly polynomial between the couplings `x` and `y`,
written as a polynomial. -/
def secantSlope (x y : ℝ) : ℝ :=
  0.5 - 0.32848 * (x + y) + 1.18124 * (x ^ 2 + x * y + y ^ 2)
    - 1.91225 * ((x + y) * (x ^ 2 + y ^ 2))
```

Written in this way, the slope needs no division by $x-y$ and is also defined for $x=y$, where it equals the derivative $f'(x)$. By construction,

$$f(x)-f(y)=S(x,y)\,(x-y).$$

```lean
/-- The difference of two anomalies is the secant slope times the difference of the
couplings. -/
theorem anomaly_sub (x y : ℝ) :
    anomaly x - anomaly y = secantSlope x y * (x - y) := by
  unfold anomaly secantSlope
  ring
```

After the definitions are unfolded, this is a polynomial identity, which `ring` confirms.

## The slope stays between 0.46 and 1/2

Let $x$ and $y$ lie in the window and put $u=x+y$, so that $0\le u\le 1/5$.

For the lower bound, use $x^2+xy+y^2=\tfrac14\left(3u^2+(x-y)^2\right)$ and $x^2+y^2=\tfrac12\left(u^2+(x-y)^2\right)$. Then

$$S=0.5-0.32848\,u+0.88593\,u^2-0.956125\,u^3+\tfrac14(1.18124-3.8245\,u)(x-y)^2 .$$

The last bracket is positive because $3.8245\,u\le 0.7649$. At a fixed sum $u$ the slope is therefore smallest for $x=y$. Rearranging the remaining terms gives

$$\begin{aligned}S-0.46={}&\tfrac14(1.18124-3.8245\,u)(x-y)^2+0.956125\,u^2\left(\tfrac15-u\right)\\&+0.694705\left(u-\tfrac15\right)^2+0.050598\left(\tfrac15-u\right)+0.0020922,\end{aligned}$$

and no term on the right is negative.

For the upper bound, use $x^2+xy+y^2=u^2-xy$. Then

$$\tfrac12-S=1.18124\,u\left(\tfrac15-u\right)+0.092232\,u+1.18124\,xy+1.91225\,u(x^2+y^2)\ge 0 .$$

Throughout the window the negative two-loop term is at least as large in size as the positive three-loop term.

```lean
/-- For couplings between 0 and 1/10 the secant slope lies between 0.46 and the
one-loop coefficient 1/2. -/
theorem secantSlope_bounds {x y : ℝ} (hx : x ∈ Icc (0 : ℝ) (1 / 10))
    (hy : y ∈ Icc (0 : ℝ) (1 / 10)) :
    0.46 ≤ secantSlope x y ∧ secantSlope x y ≤ 1 / 2 := by
  obtain ⟨hx0, hx1⟩ := hx
  obtain ⟨hy0, hy1⟩ := hy
  have hu0 : 0 ≤ x + y := by linarith
  have hu1 : 0 ≤ 1 / 5 - (x + y) := by linarith
  unfold secantSlope
  constructor
  · -- at fixed x + y the slope is smallest for x = y
    have hc : 0 ≤ 1.18124 - 3.8245 * (x + y) := by norm_num; linarith
    have h1 := mul_nonneg hc (sq_nonneg (x - y))
    have h2 := mul_nonneg (sq_nonneg (x + y)) hu1
    have h3 := sq_nonneg (x + y - 1 / 5)
    nlinarith [h1, h2, h3]
  · -- the negative two-loop term is at least as large in size as the three-loop term
    have h1 := mul_nonneg hu0 hu1
    have h2 := mul_nonneg hx0 hy0
    have h3 := mul_nonneg hu0 (add_nonneg (sq_nonneg x) (sq_nonneg y))
    nlinarith [h1, h2, h3]
```

The hypotheses `x ∈ Icc (0 : ℝ) (1 / 10)` and the same for `y` say that both couplings lie in the closed window. In each half of the proof, `h1`, `h2` and `h3` are the non-negative products that appear in the identities above, and `nlinarith` finds the coefficients with which they combine.

## From slopes to distances

Since $S$ is positive, taking absolute values gives $|f(x)-f(y)|=S\,|x-y|$. With $S\le\tfrac12$,

$$2\,|f(x)-f(y)|=2S\,|x-y|\le|x-y| .$$

With $S\ge 0.46$,

$$\tfrac{11}{5}\,|f(x)-f(y)|\ge\tfrac{11}{5}\cdot0.46\,|x-y|=1.012\,|x-y|\ge|x-y| .$$

```lean
/-- For couplings between 0 and 1/10, the distance of two couplings is at least 2 times and
at most 11/5 times the distance of their anomalies. -/
theorem coupling_distance_bounds {x y : ℝ} (hx : x ∈ Icc (0 : ℝ) (1 / 10))
    (hy : y ∈ Icc (0 : ℝ) (1 / 10)) :
    2 * |anomaly x - anomaly y| ≤ |x - y| ∧
      |x - y| ≤ 11 / 5 * |anomaly x - anomaly y| := by
  obtain ⟨hl, hu⟩ := secantSlope_bounds hx hy
  have hpos : 0 < secantSlope x y := lt_of_lt_of_le (by norm_num) hl
  have hd := abs_nonneg (x - y)
  have h1 := mul_nonneg (sub_nonneg.mpr hl) hd
  have h2 := mul_nonneg (sub_nonneg.mpr hu) hd
  rw [anomaly_sub, abs_mul, abs_of_pos hpos]
  constructor <;> nlinarith [h1, h2, hd]
```

The rewriting step `rw [anomaly_sub, abs_mul, abs_of_pos hpos]` produces $S\,|x-y|$. The facts `h1` and `h2` are the two slope bounds multiplied by $|x-y|$.

The second inequality limits how strongly an error in the anomaly can be magnified in the coupling. The first says that two couplings in the window are at least twice as far apart as their anomalies.

## One coupling for each anomaly in the range

If $x<y$ in the window, then

$$f(y)-f(x)=S(y,x)\,(y-x)>0,$$

so $f$ increases strictly there.

```lean
/-- The anomaly polynomial increases strictly with the coupling between 0 and 1/10. -/
theorem anomaly_strictMonoOn : StrictMonoOn anomaly (Icc (0 : ℝ) (1 / 10)) := by
  intro x hx y hy hxy
  have hpos : 0 < secantSlope y x :=
    lt_of_lt_of_le (by norm_num) (secantSlope_bounds hy hx).1
  have h := mul_pos hpos (sub_pos.mpr hxy)
  rw [← anomaly_sub] at h
  linarith
```

Suppose now that $a=f(x)$ for some $x$ in the window. Monotonicity gives $0=f(0)\le f(x)\le f(1/10)$, so $a$ lies in the stated range. Conversely, let $0\le a\le f(1/10)$. The polynomial is continuous, so by the intermediate value theorem it takes the value $a$ somewhere between 0 and 1/10. It cannot do so twice, because it increases strictly.

```lean
/-- An anomaly `a` comes from exactly one coupling between 0 and 1/10 if and only if it lies
between 0 and the anomaly at coupling 1/10. -/
theorem existsUnique_coupling_iff (a : ℝ) :
    (∃! x, x ∈ Icc (0 : ℝ) (1 / 10) ∧ anomaly x = a) ↔
      a ∈ Icc 0 (anomaly (1 / 10)) := by
  have h0 : anomaly 0 = 0 := by norm_num [anomaly]
  constructor
  · rintro ⟨x, ⟨hx, hxa⟩, -⟩
    have hlo := anomaly_strictMonoOn.monotoneOn
      (show (0 : ℝ) ∈ Icc (0 : ℝ) (1 / 10) by norm_num) hx hx.1
    have hhi := anomaly_strictMonoOn.monotoneOn hx
      (show (1 / 10 : ℝ) ∈ Icc (0 : ℝ) (1 / 10) by norm_num) hx.2
    rw [h0, hxa] at hlo
    rw [hxa] at hhi
    exact ⟨hlo, hhi⟩
  · intro ha
    have hc : Continuous anomaly := by
      unfold anomaly
      fun_prop
    -- existence by the intermediate value theorem, uniqueness by monotonicity
    have hmem : a ∈ Icc (anomaly 0) (anomaly (1 / 10)) := by rwa [h0]
    obtain ⟨x, hx, hxa⟩ := intermediate_value_Icc
      (show (0 : ℝ) ≤ 1 / 10 by norm_num) hc.continuousOn hmem
    exact ⟨x, ⟨hx, hxa⟩, fun y hy =>
      anomaly_strictMonoOn.injOn hy.1 hx (hy.2.trans hxa.symm)⟩
```

The symbol `∃!` means "there is exactly one", and it applies to the joint condition that `x` lies in the window and has anomaly `a`. Couplings outside the window are not considered. The two bullets of the proof are the two directions of the argument: `monotoneOn` gives the range, `intermediate_value_Icc` gives existence and `injOn` gives uniqueness.

## The error of the extracted coupling

Let $a_{\rm exp}$ be the measured anomaly and $x_0$ the coupling in the window with $f(x_0)=a_{\rm exp}$. Let $x$ be the true coupling, and write the true anomaly as $f(x)+r$. The remainder $r$ contains whatever the polynomial omits: higher loops, loops of heavier leptons, hadronic and weak contributions, and the rounding of the coefficients. Suppose that

$$|r|\le\varepsilon,\qquad |a_{\rm exp}-(f(x)+r)|\le\delta .$$

The triangle inequality gives

$$|f(x)-f(x_0)|=|f(x)-a_{\rm exp}|\le|f(x)+r-a_{\rm exp}|+|r|\le\delta+\varepsilon,$$

and the distance estimate turns this into

$$|x-x_0|\le\tfrac{11}{5}(\delta+\varepsilon).$$

```lean
/-- A measured anomaly between 0 and the anomaly at coupling 1/10 fixes one coupling `x₀` in
the window from 0 to 1/10. If the true coupling `x` lies in this window, the measurement is off
by at most `δ` and the contributions `r` missing from the polynomial are at most `ε` in size,
then `x` differs from `x₀` by at most `11/5 * (δ + ε)`. -/
theorem coupling_from_measurement {aExp : ℝ} (ha : aExp ∈ Icc 0 (anomaly (1 / 10))) :
    ∃ x₀ ∈ Icc (0 : ℝ) (1 / 10), anomaly x₀ = aExp ∧
      (∀ y ∈ Icc (0 : ℝ) (1 / 10), anomaly y = aExp → y = x₀) ∧
      ∀ x ∈ Icc (0 : ℝ) (1 / 10), ∀ r δ ε : ℝ, |r| ≤ ε →
        |aExp - (anomaly x + r)| ≤ δ → |x - x₀| ≤ 11 / 5 * (δ + ε) := by
  obtain ⟨x₀, ⟨hx₀, hval⟩, huniq⟩ := (existsUnique_coupling_iff aExp).mpr ha
  refine ⟨x₀, hx₀, hval, fun y hy hya => huniq y ⟨hy, hya⟩, ?_⟩
  intro x hx r δ ε hr hδ
  have hdist := (coupling_distance_bounds hx hx₀).2
  -- experimental and theoretical errors add up
  have herr : |anomaly x - anomaly x₀| ≤ δ + ε := by
    rw [hval]
    rw [abs_le] at hr hδ ⊢
    constructor <;> linarith [hr.1, hr.2, hδ.1, hδ.2]
  linarith
```

The theorem takes a measured value `aExp` in the allowed range and returns `x₀` with three properties: its anomaly is `aExp`, no other coupling in the window has that anomaly, and the error bound holds. Since `x₀` is chosen before `x`, `r`, `δ` and `ε` appear, it depends on the measured value alone. No sign condition on `δ` and `ε` is needed, because each bounds an absolute value from above. In the proof, `herr` is the triangle inequality, obtained by splitting the absolute values into two-sided bounds and adding them.

Besides the coefficients and the measurement with its error bound $\delta$, two inputs are left to physics: the knowledge that the true coupling lies in the window, and the numerical value of $\varepsilon$. The theorem accepts any valid bound on the omitted contributions but supplies none, and it has to come from calculations or estimates of those contributions.

In atomic units the speed of light is $1/\alpha$, so relativistic electronic-structure programs rely on a value of $\alpha$; the theorem concerns only its extraction from a one-parameter polynomial cut off at four loops.

## The one-loop estimate is never too large

Keeping only the first term of $f$ gives the quick estimate $x\approx 2a$. For $a=f(x)$ its shortfall is

$$x-2f(x)=0.65696\,x^2-2.36248\,x^3+3.8245\,x^4 .$$

Grouped as $x^2(0.65696-2.36248\,x)+3.8245\,x^4$, this is non-negative for $0\le x\le1/10$. Grouped as $0.65696\,x^2-x^3(2.36248-3.8245\,x)$, it is at most $0.65696\,x^2$.

```lean
/-- For a coupling `x` between 0 and 1/10, the one-loop estimate `2 * anomaly x` is never
larger than `x`, and it falls short by at most `0.65696 * x ^ 2`. -/
theorem one_loop_estimate {x : ℝ} (hx : x ∈ Icc (0 : ℝ) (1 / 10)) :
    0 ≤ x - 2 * anomaly x ∧ x - 2 * anomaly x ≤ 0.65696 * x ^ 2 := by
  obtain ⟨hx0, hx1⟩ := hx
  have hc2 : 0 ≤ 0.65696 - 2.36248 * x := by norm_num; linarith
  have hc3 : 0 ≤ 2.36248 - 3.8245 * x := by norm_num; linarith
  have h2 := mul_nonneg (pow_nonneg hx0 2) hc2
  have h3 := mul_nonneg (pow_nonneg hx0 3) hc3
  have h4 := pow_nonneg hx0 4
  unfold anomaly
  constructor <;> nlinarith [h2, h3, h4]
```

The facts `h2`, `h3` and `h4` say that the two bracketed products and $x^4$ are non-negative. The statement compares the one-loop estimate with the coupling that the four-loop polynomial assigns to the same anomaly. The remainder $r$ plays no part in it.

## A second zero when the window is too wide

Suppose that the window is enlarged to $0\le x\le 1$. At its upper end,

$$f(1)=0.5-0.32848+1.18124-1.91225=-0.55949<0,$$

whereas $f(1/10)>0$. By continuity there is a coupling $x_*$ with $1/10<x_*<1$ and $f(x_*)=0=f(0)$.

```lean
/-- The anomaly polynomial takes its value at zero coupling again at some coupling strictly
between 1/10 and 1. -/
theorem not_unique_on_larger_window :
    ∃ x ∈ Ioo (1 / 10 : ℝ) 1, anomaly x = anomaly 0 := by
  have hc : Continuous anomaly := by
    unfold anomaly
    fun_prop
  -- the polynomial is positive at 1/10 and negative at 1
  have hmem : anomaly 0 ∈ Ioo (anomaly 1) (anomaly (1 / 10)) := by
    constructor <;> norm_num [anomaly]
  obtain ⟨x, hx, hxa⟩ := intermediate_value_Ioo'
    (show (1 / 10 : ℝ) ≤ 1 by norm_num) hc.continuousOn hmem
  exact ⟨x, hx, hxa⟩

end

end ElectronAnomaly
```

The anomaly 0 thus belongs to two couplings in $[0,1]$, and uniqueness fails there. The distance estimate fails too, whatever constant is put in place of $\tfrac{11}{5}$, because $|x_*-0|>1/10$ while the two anomalies are equal.

The same coupling shows what the condition on the true coupling does in the measurement theorem. Take $a_{\rm exp}=0$, so that $x_0=0$, and let the true coupling be $x_*$ with $r=\delta=\varepsilon=0$. Every other hypothesis holds, yet the claimed error bound is 0 and the actual error exceeds 1/10. This is a mathematical counter-example and not a physical case: $x_*$ is far above the physical coupling, and nothing justifies $r=0$ there. Some prior knowledge that the coupling is small is therefore part of the inference. The example rules out the window $[0,1]$; it does not show that 1/10 is the largest possible end point.

## Errors as standard deviations

In the theorem $\delta$ and $\varepsilon$ are guaranteed bounds, and they add linearly. Experimental results are usually quoted with standard deviations instead. Suppose that the measurement error and $r$ are uncorrelated random variables with mean zero and standard deviations $\sigma$ and $\tau$. The same factor then bounds the root-mean-square error of $x_0$ by $\tfrac{11}{5}\sqrt{\sigma^2+\tau^2}$, provided that the true coupling lies in the window and the measured value always falls in the allowed range.

When $\sigma$ and $\tau$ are both non-zero, this is smaller than the linear sum $\tfrac{11}{5}(\sigma+\tau)$, but it does not limit the error of an individual measurement. A Gaussian measurement error would also leave the allowed range with some probability, so a rule for such outcomes would have to be added. This probabilistic version is a sketch without a formal proof.

```lean
#print axioms ElectronAnomaly.coupling_from_measurement
-- 'ElectronAnomaly.coupling_from_measurement' depends on axioms: [propext, Classical.choice, Quot.sound]
#print axioms ElectronAnomaly.one_loop_estimate
-- 'ElectronAnomaly.one_loop_estimate' depends on axioms: [propext, Classical.choice, Quot.sound]
#print axioms ElectronAnomaly.not_unique_on_larger_window
-- 'ElectronAnomaly.not_unique_on_larger_window' depends on axioms: [propext, Classical.choice, Quot.sound]
```
